# In closed-shell linear response, an opposite-spin kick induces no charge response at any time

A kick that acts with opposite signs on the two spins leaves the charge part, spin up plus spin down, equal to zero at every real time `t`. In the finite-dimensional linear model used here, the response matrix M has the same block `A` for both equal-spin couplings and the same block `B` for both opposite-spin couplings, and the theorem says that the two spin components of exp(−itM)(d, −d) sum to zero. The blocks are arbitrary complex square matrices, not assumed Hermitian, and `d` is any complex vector, with no normalisation required. The proof uses the spin flip, which commutes with M and hence with the propagator, and which reverses the sign of the initial vector; the evolved vector therefore also changes sign under the flip, and its two spin components cancel.

This version doesn't compile in Lean 4 with Mathlib:

```lean
import Mathlib

open Matrix

namespace SpinKickResponse

noncomputable section

variable {n : Type*} [Fintype n] [DecidableEq n]

/-- The closed-shell response matrix with equal-spin block `A` and opposite-spin block `B`. -/
def spinBlock (A B : Matrix n n ℂ) : Matrix (n ⊕ n) (n ⊕ n) ℂ :=
  fromBlocks A B B A

/-- The charge part of a spin-resolved vector: spin up plus spin down. -/
def charge (x : n ⊕ n → ℂ) : n → ℂ := fun i => x (Sum.inl i) + x (Sum.inr i)

/-- In real time, the state `exp(-i t M) (d, -d)` evolving from an opposite-spin kick has zero
charge part at every time `t`. -/
theorem opposite_kick_real_time (A B : Matrix n n ℂ) (d : n → ℂ) (t : ℝ) :
    charge (NormedSpace.exp ((-(Complex.I * (t : ℂ))) • spinBlock A B) *ᵥ
      Sum.elim d (-d)) = 0 := by
  -- the spin flip commutes with the response matrix, hence with the propagator
  have hc : Commute (spinBlock (0 : Matrix n n ℂ) 1) (spinBlock A B) := by
    simp [Commute, SemiconjBy, spinBlock, fromBlocks_multiply]
  have hU := (hc.smul_right (-(Complex.I * (t : ℂ)))).exp_right
  have hflip : ∀ (v : n ⊕ n → ℂ) (i : n),
      (spinBlock (0 : Matrix n n ℂ) 1 *ᵥ v) (Sum.inl i) = v (Sum.inr i) := by
    intro v i
    simp [spinBlock, fromBlocks_mulVec]
  have hodd : spinBlock (0 : Matrix n n ℂ) 1 *ᵥ Sum.elim d (-d) = -Sum.elim d (-d) := by
    ext (i | i) <;> simp [spinBlock, fromBlocks_mulVec]
  ext i
  simp only [charge, Pi.zero_apply]
  rw [← hflip, mulVec_mulVec, hU.eq, ← mulVec_mulVec, hodd, mulVec_neg, Pi.neg_apply,
    add_neg_cancel]

end

end SpinKickResponse
```

The error:

```
Main.lean:35:6: error: Invalid rewrite argument: The pattern to be substituted is a metavariable (`?v (Sum.inr ?i)`) in this equality
  ?v (Sum.inr ?i) = (spinBlock 0 1 *ᵥ ?v) (Sum.inl ?i)
```

Diagnosis. The error comes from `rw [← hflip]`. Used backwards, `hflip` has to find its right-hand side, `v (Sum.inr i)`, in the goal. Both `v` and `i` are still unknown, so the pattern is `?v (Sum.inr ?i)`, an unknown function applied to an argument. `rw` needs a pattern with a definite head symbol to search for, and rejects this one before trying the later rewrites.

The repair supplies the vector and the index explicitly: `h1` is `hflip` for the evolved vector at `i`, so no pattern has to be found for `hflip`. The new `hv` proves that the flip negates the whole evolved vector, using the same commutation and sign steps as the original chain. Rewriting `h1` with `hv` and `Pi.neg_apply` says that minus the spin-up component equals the spin-down component. The goal is that their sum is zero, which `linear_combination -h1` derives by algebra, replacing the final cancellation by `add_neg_cancel`.

Fix (accepted with no message):

```diff
@@ -31,8 +31,15 @@
   have hodd : spinBlock (0 : Matrix n n ℂ) 1 *ᵥ Sum.elim d (-d) = -Sum.elim d (-d) := by
     ext (i | i) <;> simp [spinBlock, fromBlocks_mulVec]
+  have hv : spinBlock (0 : Matrix n n ℂ) 1 *ᵥ
+      (NormedSpace.exp ((-(Complex.I * (t : ℂ))) • spinBlock A B) *ᵥ Sum.elim d (-d))
+      = -(NormedSpace.exp ((-(Complex.I * (t : ℂ))) • spinBlock A B) *ᵥ
+        Sum.elim d (-d)) := by
+    rw [mulVec_mulVec, hU.eq, ← mulVec_mulVec, hodd, mulVec_neg]
   ext i
+  have h1 := hflip
+    (NormedSpace.exp ((-(Complex.I * (t : ℂ))) • spinBlock A B) *ᵥ Sum.elim d (-d)) i
+  rw [hv, Pi.neg_apply] at h1
   simp only [charge, Pi.zero_apply]
-  rw [← hflip, mulVec_mulVec, hU.eq, ← mulVec_mulVec, hodd, mulVec_neg, Pi.neg_apply,
-    add_neg_cancel]
+  linear_combination -h1
 
 end
```
